# The double occupancy of the one-dimensional Gutzwiller wave function as g² times a power series in 1 − g²

The Gutzwiller wave function multiplies each configuration's amplitude in a Fermi sea by a factor `g` for every doubly occupied site. `doubleOcc n g` is the closed formula for its double occupancy per site, a normalised expectation value for an infinite chain with `n` electrons per site, half of them of each spin. The file takes this formula as a definition and does not derive it from the wave function. The theorem says that for 0 ≤ n ≤ 1 and 0 < g < 1 the formula is the sum over k ≥ 0 of g²(1 − g²)ᵏnᵏ⁺²/(2(k + 2)). The proof takes Mathlib's series for −log(1 − x) at x = (1 − g²)n, removes the linear term, multiplies by the prefactor of the formula, and tries to match the result `h` to the statement with `convert`.

An attempt in Lean 4 with a fault in it:

```lean
import Mathlib

open Filter Topology Set

namespace DoubleOccHasSum

noncomputable section

/-- Double occupancy per site of the one-dimensional Gutzwiller wave function with filling `n`
and weight `g` per doubly occupied site. The formula is meant for `0 ≤ n ≤ 1` and `0 < g < 1`;
its denominator vanishes at `g = 1`. -/
def doubleOcc (n g : ℝ) : ℝ :=
  g ^ 2 * (-Real.log (1 - (1 - g ^ 2) * n) - (1 - g ^ 2) * n) / (2 * (1 - g ^ 2) ^ 2)

/-- For `0 ≤ n ≤ 1` and `0 < g < 1` the double occupancy is `g ^ 2` times a power series in the
correlation parameter `1 - g ^ 2`. -/
theorem doubleOcc_hasSum {n g : ℝ} (hn : 0 ≤ n) (hn1 : n ≤ 1) (hg : 0 < g) (hg1 : g < 1) :
    HasSum (fun k : ℕ => g ^ 2 * (1 - g ^ 2) ^ k * n ^ (k + 2) / (2 * ((k : ℝ) + 2)))
      (doubleOcc n g) := by
  have hu : 0 < 1 - g ^ 2 := by nlinarith
  have hx : |(1 - g ^ 2) * n| < 1 := by
    rw [abs_of_nonneg (mul_nonneg hu.le hn)]
    nlinarith [mul_le_mul_of_nonneg_left hn1 hu.le, pow_pos hg 2]
  have hterm : ∀ u : ℝ, u ≠ 0 → ∀ k : ℕ,
      g ^ 2 / (2 * u ^ 2) * ((u * n) ^ (k + 1 + 1) / (((k + 1 : ℕ) : ℝ) + 1))
        = g ^ 2 * u ^ k * n ^ (k + 2) / (2 * ((k : ℝ) + 2)) := by
    intro u hu k
    have hk : (k : ℝ) + 2 ≠ 0 := by positivity
    have e : (u * n) ^ (k + 1 + 1) = u ^ k * u ^ 2 * n ^ (k + 2) := by ring
    have e2 : ((k + 1 : ℕ) : ℝ) + 1 = (k : ℝ) + 2 := by push_cast; ring
    rw [e, e2]
    field_simp
  -- the logarithmic series without its linear term
  have h := ((hasSum_nat_add_iff' 1).mpr
    (Real.hasSum_pow_div_log_of_abs_lt_one hx)).mul_left (g ^ 2 / (2 * (1 - g ^ 2) ^ 2))
  convert h using 1
  · funext k
    exact (hterm _ hu.ne' k).symm
  · simp only [Finset.sum_range_one, Nat.cast_zero, zero_add, pow_one, div_one, doubleOcc]
    ring

end

end DoubleOccHasSum
```

Messages:

```
Main.lean:37:4: error: Tactic `apply` failed: could not unify the conclusion of `@funext`
  ?f = ?g
with the goal
  Real.instAddCommMonoid =
    CommRing.toNonUnitalCommRing.toNonUnitalNonAssocCommRing.toNonUnitalNonAssocSemiring.toAddCommMonoid

Note: The full type of `@funext` is
  ∀ {α : Sort ?u.348} {β : α → Sort ?u.347} {f g : (x : α) → β x}, (∀ (x : α), f x = g x) → f = g

case e'_3
n g : ℝ
hn : 0 ≤ n
hn1 : n ≤ 1
hg : 0 < g
hg1 : g < 1
hu : 0 < 1 - g ^ 2
hx : |(1 - g ^ 2) * n| < 1
hterm :
  ∀ (u : ℝ),
    u ≠ 0 →
      ∀ (k : ℕ),
        g ^ 2 / (2 * u ^ 2) * ((u * n) ^ (k + 1 + 1) / (↑(k + 1) + 1)) = g ^ 2 * u ^ k * n ^ (k + 2) / (2 * (↑k + 2))
h :
  HasSum (fun i => g ^ 2 / (2 * (1 - g ^ 2) ^ 2) * (((1 - g ^ 2) * n) ^ (i + 1 + 1) / (↑(i + 1) + 1)))
    (g ^ 2 / (2 * (1 - g ^ 2) ^ 2) *
      (-Real.log (1 - (1 - g ^ 2) * n) - ∑ i ∈ Finset.range 1, ((1 - g ^ 2) * n) ^ (i + 1) / (↑i + 1)))
⊢ Real.instAddCommMonoid =
    CommRing.toNonUnitalCommRing.toNonUnitalNonAssocCommRing.toNonUnitalNonAssocSemiring.toAddCommMonoid
Main.lean:39:4: error: `simp` made no progress
Main.lean:19:25: error: unsolved goals
case e'_6
n g : ℝ
hn : 0 ≤ n
hn1 : n ≤ 1
hg : 0 < g
hg1 : g < 1
hu : 0 < 1 - g ^ 2
hx : |(1 - g ^ 2) * n| < 1
hterm :
  ∀ (u : ℝ),
    u ≠ 0 →
      ∀ (k : ℕ),
        g ^ 2 / (2 * u ^ 2) * ((u * n) ^ (k + 1 + 1) / (↑(k + 1) + 1)) = g ^ 2 * u ^ k * n ^ (k + 2) / (2 * (↑k + 2))
h :
  HasSum (fun i => g ^ 2 / (2 * (1 - g ^ 2) ^ 2) * (((1 - g ^ 2) * n) ^ (i + 1 + 1) / (↑(i + 1) + 1)))
    (g ^ 2 / (2 * (1 - g ^ 2) ^ 2) *
      (-Real.log (1 - (1 - g ^ 2) * n) - ∑ i ∈ Finset.range 1, ((1 - g ^ 2) * n) ^ (i + 1) / (↑i + 1)))
⊢ doubleOcc n g =
    g ^ 2 / (2 * (1 - g ^ 2) ^ 2) *
      (-Real.log (1 - (1 - g ^ 2) * n) - ∑ i ∈ Finset.range 1, ((1 - g ^ 2) * n) ^ (i + 1) / (↑i + 1))
```

Cause. The proof has a bullet for the terms and one for the sum, but `convert h using 1` leaves three goals. The extra one comes first and asks that two additive structures on the reals be equal: `Real.instAddCommMonoid` from the statement, and the one `h` carries, reached through the commutative ring structure. The two are equal by definition, but `convert` unfolds too little to see this and leaves the equation as a goal. Its two sides are structures, not functions, so `funext` cannot be applied to it.

The other two errors follow from the shift. The second bullet, written for the sum, now meets the equation between the terms, where its `simp only` finds nothing to rewrite. The equation for the sum, `case e'_6`, is left with no bullet at all.

The repair states the two intended equations itself, as `hf` for the terms and `hv` for the sum, and proves them by the old arguments. After `rw [hf, hv]` the goal differs from `h` only in the additive structure. `exact h` unfolds the two structures far enough to see that they agree, so the extra goal never arises.

Lean accepts the file once it reads:

```diff
@@ -34,9 +34,15 @@
   have h := ((hasSum_nat_add_iff' 1).mpr
     (Real.hasSum_pow_div_log_of_abs_lt_one hx)).mul_left (g ^ 2 / (2 * (1 - g ^ 2) ^ 2))
-  convert h using 1
-  · funext k
-    exact (hterm _ hu.ne' k).symm
-  · simp only [Finset.sum_range_one, Nat.cast_zero, zero_add, pow_one, div_one, doubleOcc]
+  have hf : (fun k : ℕ => g ^ 2 * (1 - g ^ 2) ^ k * n ^ (k + 2) / (2 * ((k : ℝ) + 2)))
+      = fun k : ℕ => g ^ 2 / (2 * (1 - g ^ 2) ^ 2) *
+        (((1 - g ^ 2) * n) ^ (k + 1 + 1) / (((k + 1 : ℕ) : ℝ) + 1)) :=
+    funext fun k => (hterm _ hu.ne' k).symm
+  have hv : doubleOcc n g = g ^ 2 / (2 * (1 - g ^ 2) ^ 2) *
+      (-Real.log (1 - (1 - g ^ 2) * n)
+        - ∑ i ∈ Finset.range 1, ((1 - g ^ 2) * n) ^ (i + 1) / ((i : ℝ) + 1)) := by
+    simp only [Finset.sum_range_one, Nat.cast_zero, zero_add, pow_one, div_one, doubleOcc]
     ring
+  rw [hf, hv]
+  exact h
 
 end
```
